# One electron in two levels: the first-order Methfessel–Paxton Fermi level is unique exactly when the gap is at most √6 smearing widths

A calculation with smeared occupations finds its Fermi level \(\mu\) by requiring the occupations to add up to the number of electrons. With Fermi–Dirac or Gaussian smearing the count rises strictly with \(\mu\), so at most one \(\mu\) fits. Methfessel–Paxton occupations are not monotonic, and uniqueness is then in question. Two fixed levels sharing one electron, counted per spin, suffice to make it fail.

```lean
import Mathlib

open Real Filter Topology MeasureTheory Set

namespace MethfesselPaxtonFermiLevel

noncomputable section
```

## The occupation function

Measure energies in units of the smearing width. The first-order smeared delta function is
\[
\delta_1(x)=\frac{(3/2-x^2)\,e^{-x^2}}{\sqrt\pi},
\]
which is negative for \(|x|>\sqrt{3/2}\).

```lean
/-- First-order Methfessel-Paxton smeared delta function, in units of the smearing width. -/
def mpDelta (x : ℝ) : ℝ := (3 / 2 - x ^ 2) * Real.exp (-x ^ 2) / √π
```

A level at reduced energy \(x\) above the Fermi level has occupation
\[
f_1(x)=\frac12-\frac1{\sqrt\pi}\int_0^x e^{-t^2}dt-\frac{x e^{-x^2}}{2\sqrt\pi}.
\]
The first two terms are \(\tfrac12\operatorname{erfc}(x)\), which a code would take from a library routine; `mpOcc` writes out the integral.

```lean
/-- First-order Methfessel-Paxton occupation of a level at reduced energy `x` above the Fermi
level: half the complementary error function plus the first Hermite correction. -/
def mpOcc (x : ℝ) : ℝ :=
  1 / 2 - (∫ t in (0 : ℝ)..x, Real.exp (-t ^ 2)) / √π - x * Real.exp (-x ^ 2) / (2 * √π)
```

Levels at \(0\) and \(D\) hold \(N_D(\mu)=f_1(-\mu)+f_1(D-\mu)\) electrons. This is `pairCount D μ`, defined for all real arguments.

```lean
/-- Number of electrons (per spin) held by two levels at energies `0` and `D` when the Fermi level
is `μ`, all in units of the smearing width. -/
def pairCount (D μ : ℝ) : ℝ := mpOcc (-μ) + mpOcc (D - μ)
```

Differentiating \(f_1\) gives
\[
f_1'(x)=-\frac{e^{-x^2}}{\sqrt\pi}-\frac{(1-2x^2)e^{-x^2}}{2\sqrt\pi}=-\delta_1(x).
\]
In Lean, `HasDerivAt mpOcc (-mpDelta x) x` says that \(f_1\) is differentiable at \(x\) with this derivative. The proof combines the fundamental theorem of calculus with the product rule.

```lean
/-- The derivative of the occupation is minus the smeared delta function. -/
theorem mpOcc_hasDerivAt (x : ℝ) : HasDerivAt mpOcc (-mpDelta x) x := by
  have hc : Continuous fun t : ℝ => Real.exp (-t ^ 2) := by fun_prop
  have h1 := (hc.integral_hasStrictDerivAt 0 x).hasDerivAt
  have h2 : HasDerivAt (fun x : ℝ => Real.exp (-x ^ 2)) (Real.exp (-x ^ 2) * (-(2 * x))) x :=
    ((hasDerivAt_pow 2 x).fun_neg.exp).congr_deriv (by simp)
  have h3 := ((h1.div_const √π).const_sub (1 / 2)).fun_sub
    (((hasDerivAt_id' x).fun_mul h2).div_const (2 * √π))
  exact h3.congr_deriv (by unfold mpDelta; ring)
```

The integral and the correction are both odd in \(x\), so \(f_1(x)+f_1(-x)=1\).

```lean
/-- Particle-hole symmetry: occupations at opposite reduced energies add up to one. -/
theorem mpOcc_add_neg (x : ℝ) : mpOcc x + mpOcc (-x) = 1 := by
  have h : ∫ t in (0 : ℝ)..(-x), Real.exp (-t ^ 2) = -∫ t in (0 : ℝ)..x, Real.exp (-t ^ 2) := by
    have h := intervalIntegral.integral_comp_neg (a := 0) (b := x)
      (fun t : ℝ => Real.exp (-t ^ 2))
    simp only [neg_sq, neg_zero] at h
    rw [h, intervalIntegral.integral_symm]
  simp only [mpOcc, h, neg_sq]
  ring
```

As \(x\to\infty\) the integral tends to \(\sqrt\pi/2\), which cancels the \(\tfrac12\). For \(x>0\), \(x^2\le e^{x^2}\) gives \(0\le xe^{-x^2}\le 1/x\), so the correction vanishes too and \(f_1\to0\).

```lean
/-- The occupation tends to zero far above the Fermi level. -/
theorem mpOcc_tendsto : Tendsto mpOcc atTop (𝓝 0) := by
  have hI : Tendsto (fun x : ℝ => ∫ t in (0 : ℝ)..x, Real.exp (-t ^ 2)) atTop (𝓝 (√π / 2)) := by
    have hi : Integrable (fun t : ℝ => Real.exp (-t ^ 2)) := by
      simpa using integrable_exp_neg_mul_sq (b := 1) one_pos
    have hv : ∫ t in Ioi (0 : ℝ), Real.exp (-t ^ 2) = √π / 2 := by
      simpa using integral_gaussian_Ioi 1
    rw [← hv]
    exact intervalIntegral_tendsto_integral_Ioi 0 hi.integrableOn tendsto_id
  -- the Hermite correction is squeezed between 0 and 1/x
  have h0 : Tendsto (fun x : ℝ => x * Real.exp (-x ^ 2)) atTop (𝓝 0) := by
    refine squeeze_zero' ?_ ?_ tendsto_inv_atTop_zero
    · filter_upwards [eventually_gt_atTop (0 : ℝ)] with x hx
      positivity
    · filter_upwards [eventually_gt_atTop (0 : ℝ)] with x hx
      rw [Real.exp_neg, ← div_eq_mul_inv, div_le_iff₀ (Real.exp_pos _)]
      have e := Real.add_one_le_exp (x ^ 2)
      calc x = x⁻¹ * x ^ 2 := by field_simp
        _ ≤ x⁻¹ * Real.exp (x ^ 2) :=
          mul_le_mul_of_nonneg_left (by linarith) (inv_pos.2 hx).le
  have hp : √π ≠ 0 := (Real.sqrt_pos.2 Real.pi_pos).ne'
  have h := ((tendsto_const_nhds (x := (1 / 2 : ℝ))).sub (hI.div_const √π)).sub
    (h0.div_const (2 * √π))
  have hv : (1 / 2 : ℝ) - √π / 2 / √π - 0 / (2 * √π) = 0 := by
    rw [div_right_comm, div_self hp]; norm_num
  rw [hv] at h
  exact h
```

## Three Fermi levels above the critical gap

Applying the symmetry to both levels,
\[
N_D(D-\mu)=f_1(\mu-D)+f_1(\mu)=2-N_D(\mu).
\]

```lean
/-- Reflecting the Fermi level about midgap turns the electron count `N` into `2 - N`. -/
theorem pairCount_reflect (D μ : ℝ) : pairCount D (D - μ) = 2 - pairCount D μ := by
  have h1 := mpOcc_add_neg μ
  have h2 := mpOcc_add_neg (D - μ)
  unfold pairCount
  rw [show D - (D - μ) = μ by ring]
  linarith
```

Setting \(\mu=D/2\) gives \(N_D(D/2)=1\): midgap is always a solution.

```lean
/-- With the Fermi level at midgap the two levels hold exactly one electron. -/
theorem pairCount_midgap (D : ℝ) : pairCount D (D / 2) = 1 := by
  have h := pairCount_reflect D (D / 2)
  rw [show D - D / 2 = D / 2 by ring] at h
  linarith
```

Since \(\delta_1\) is even, the chain rule gives \(N_D'(\mu)=\delta_1(\mu)+\delta_1(D-\mu)\), the smeared density of states.

```lean
/-- The derivative of the electron count with respect to the Fermi level is the smeared density
of states. -/
theorem pairCount_hasDerivAt (D μ : ℝ) :
    HasDerivAt (pairCount D) (mpDelta μ + mpDelta (D - μ)) μ := by
  have h1 : HasDerivAt (fun m => mpOcc (-m)) (-mpDelta (-μ) * (-1)) μ :=
    (mpOcc_hasDerivAt (-μ)).comp μ (hasDerivAt_neg μ)
  have h2 : HasDerivAt (fun m => mpOcc (D - m)) (-mpDelta (D - μ) * (-1)) μ :=
    (mpOcc_hasDerivAt (D - μ)).comp μ ((hasDerivAt_id' μ).const_sub D)
  have he : mpDelta (-μ) = mpDelta μ := by simp only [mpDelta, neg_sq]
  exact (h1.fun_add h2).congr_deriv (by rw [he]; ring)
```

At midgap the slope is \(2\delta_1(D/2)\), which is negative when \(D^2>6\). Some \(m>D/2\) therefore has \(N_D(m)<1\); the proof reads this off the sign of the difference quotient. For large \(K\), both \(f_1(K)\) and \(f_1(K-D)\) are below \(\tfrac12\), so
\[
N_D(K)=2-f_1(K)-f_1(K-D)>1.
\]
The intermediate value theorem gives a solution \(\nu\) between \(m\) and \(K\), and reflection gives another at \(D-\nu\).

In a code that finds \(\mu\) by bisection, the root returned can then depend on the starting bracket.

```lean
/-- If the gap exceeds `√6` smearing widths, one electron in two levels is compatible with at least
three Fermi levels: one below midgap, midgap itself, and one above. -/
theorem three_fermi_levels {D : ℝ} (hD : √6 < D) :
    ∃ μ₁ μ₂, μ₁ < D / 2 ∧ D / 2 < μ₂ ∧
      pairCount D μ₁ = 1 ∧ pairCount D (D / 2) = 1 ∧ pairCount D μ₂ = 1 := by
  have hD0 : 0 < D := lt_of_le_of_lt (Real.sqrt_nonneg 6) hD
  have hD2 : 6 < D ^ 2 := Real.lt_sq_of_sqrt_lt hD
  have hδ : mpDelta (D / 2) < 0 :=
    div_neg_of_neg_of_pos (mul_neg_of_neg_of_pos (by nlinarith) (Real.exp_pos _))
      (Real.sqrt_pos.2 Real.pi_pos)
  have hneg : mpDelta (D / 2) + mpDelta (D - D / 2) < 0 := by
    rw [show D - D / 2 = D / 2 by ring]; linarith
  -- negative density of states at midgap: just above it the count is below one
  obtain ⟨m, hm, hm1⟩ : ∃ m, D / 2 < m ∧ pairCount D m < 1 := by
    have h := (hasDerivAt_iff_tendsto_slope.1
      (pairCount_hasDerivAt D (D / 2))).eventually_lt_const hneg
    have h' := h.filter_mono
      (nhdsWithin_mono (D / 2) (fun y (hy : y ∈ Ioi (D / 2)) => ne_of_gt hy))
    obtain ⟨m, hs, hm⟩ := (h'.and self_mem_nhdsWithin).exists
    have hm' : D / 2 < m := hm
    refine ⟨m, hm', ?_⟩
    by_contra hc
    rw [slope_def_field, pairCount_midgap] at hs
    exact absurd hs (not_lt_of_ge (div_nonneg (by linarith) (by linarith)))
  -- far above both levels the count exceeds one
  obtain ⟨M, hM⟩ := eventually_atTop.1
    (mpOcc_tendsto.eventually_lt_const (show (0 : ℝ) < 1 / 2 by norm_num))
  have hK1 := le_max_left m (M + D)
  have hK2 := le_max_right m (M + D)
  generalize max m (M + D) = K at hK1 hK2
  have hK : 1 < pairCount D K := by
    have a1 := hM K (by linarith)
    have a2 := hM (-(D - K)) (by linarith)
    have b1 := mpOcc_add_neg K
    have b2 := mpOcc_add_neg (D - K)
    unfold pairCount
    linarith
  have hc : Continuous (pairCount D) :=
    continuous_iff_continuousAt.2 fun x => (pairCount_hasDerivAt D x).continuousAt
  obtain ⟨ν, hν, h1⟩ := intermediate_value_Icc hK1 hc.continuousOn ⟨hm1.le, hK.le⟩
  have hνm := hν.1
  refine ⟨D - ν, ν, by linarith, by linarith, ?_, pairCount_midgap D, h1⟩
  rw [pairCount_reflect, h1]; norm_num
```

## Uniqueness up to the critical gap

Let \(a=\sqrt{3/2}\), so that \(2a=\sqrt6\), and let \(0<s<a\). Factoring out \(e^{-(a+s)^2}\) and using \(e^{4as}\ge1+4as\),
\[
\begin{aligned}
\sqrt\pi\,e^{(a+s)^2}\,[\delta_1(a+s)+\delta_1(a-s)]
&=-s(2a+s)+s(2a-s)e^{4as}\\
&\ge s^2(10-4as)>0,
\end{aligned}
\]
because \(as<a^2=3/2\).

```lean
/-- For two levels `2a` apart with `a² = 3/2`, the smeared density of states is positive at
distances `s` from midgap with `0 < s < a`. -/
theorem mpDelta_add_pos {a s : ℝ} (ha : a ^ 2 = 3 / 2) (hs : 0 < s) (hsa : s < a) :
    0 < mpDelta (a + s) + mpDelta (a - s) := by
  have e : Real.exp (-(a - s) ^ 2) = Real.exp (-(a + s) ^ 2) * Real.exp (4 * a * s) := by
    rw [← Real.exp_add]; congr 1; ring
  have key : 0 < (3 / 2 - (a + s) ^ 2) + (3 / 2 - (a - s) ^ 2) * Real.exp (4 * a * s) := by
    have p : 3 / 2 - (a - s) ^ 2 = s * (2 * a - s) := by linear_combination (-1 : ℝ) * ha
    have q : 3 / 2 - (a + s) ^ 2 = -(s * (2 * a + s)) := by linear_combination (-1 : ℝ) * ha
    have h1 := mul_le_mul_of_nonneg_left (Real.add_one_le_exp (4 * a * s))
      (mul_pos hs (show 0 < 2 * a - s by linarith)).le
    have h2 : -(s * (2 * a + s)) + s * (2 * a - s) * (4 * a * s + 1)
        = s * s * (10 - 4 * (a * s)) := by linear_combination (8 * s ^ 2) * ha
    have h3 : a * s < 3 / 2 := by nlinarith
    have h4 : 0 < s * s * (10 - 4 * (a * s)) := mul_pos (mul_pos hs hs) (by linarith)
    rw [p, q]
    linarith
  have h := mul_pos (div_pos (Real.exp_pos (-(a + s) ^ 2)) (Real.sqrt_pos.2 Real.pi_pos)) key
  unfold mpDelta
  rw [e]
  refine lt_of_lt_of_eq h ?_
  ring
```

Now let \(0\le D\le2a\) and \(\mu>D/2\). Since \(N_D(\mu)=1-f_1(\mu)+f_1(D-\mu)\), the claim \(N_D(\mu)>1\) means \(f_1(\mu)<f_1(D-\mu)\). The sign of \(f_1'\) shows that \(f_1\) falls strictly on \([-a,a]\) (`anti`) and rises towards zero beyond \(a\) (`mono`). Hence \(f_1\le0\) beyond \(a\) (`tail`) and \(f_1\le\tfrac12\) on \([0,\infty)\) (`half`). Three cases remain:

- If \(\mu\le a\), both arguments lie in \([-a,a]\) and \(D-\mu<\mu\), so strict decrease suffices.
- If \(\mu>a\) and \(D-\mu\le0\), then \(f_1(\mu)\le0<\tfrac12\le f_1(D-\mu)\).
- If \(\mu>a\) and \(D-\mu>0\), then \(a<\mu<2a\). By the preceding inequality \(N_{2a}\) increases strictly from \(1\) at \(a\), so \(f_1(\mu)<f_1(2a-\mu)\le f_1(D-\mu)\).

```lean
/-- If the gap is at most `√6` smearing widths, the two levels hold more than one electron whenever
the Fermi level lies above midgap. -/
theorem one_lt_pairCount {D μ : ℝ} (hD0 : 0 ≤ D) (hD : D ≤ √6) (hμ : D / 2 < μ) :
    1 < pairCount D μ := by
  obtain ⟨a, ha0, ha⟩ : ∃ a : ℝ, 0 < a ∧ a ^ 2 = 3 / 2 :=
    ⟨√(3 / 2), Real.sqrt_pos.2 (by norm_num), Real.sq_sqrt (by norm_num)⟩
  have hDa : D ≤ 2 * a := by
    have h := pow_le_pow_left₀ hD0 hD 2
    rw [Real.sq_sqrt (by norm_num)] at h
    nlinarith
  have hp := Real.sqrt_pos.2 Real.pi_pos
  have hc : Continuous mpOcc :=
    continuous_iff_continuousAt.2 fun x => (mpOcc_hasDerivAt x).continuousAt
  -- the occupation falls on [-a, a] and rises towards zero beyond a
  have anti : StrictAntiOn mpOcc (Icc (-a) a) := by
    refine strictAntiOn_of_deriv_neg (convex_Icc _ _) hc.continuousOn fun x hx => ?_
    rw [interior_Icc] at hx
    rw [(mpOcc_hasDerivAt x).deriv]
    have h := mul_pos (sub_pos.2 hx.2) (show 0 < x + a by linarith [hx.1])
    exact neg_neg_of_pos (div_pos (mul_pos (by nlinarith) (Real.exp_pos _)) hp)
  have mono : MonotoneOn mpOcc (Ici a) := by
    refine monotoneOn_of_deriv_nonneg (convex_Ici a) hc.continuousOn
      (fun x _ => (mpOcc_hasDerivAt x).differentiableAt.differentiableWithinAt) fun x hx => ?_
    rw [interior_Ici] at hx
    have hx' : a < x := hx
    rw [(mpOcc_hasDerivAt x).deriv]
    exact neg_nonneg.2 (div_nonpos_of_nonpos_of_nonneg
      (mul_nonpos_of_nonpos_of_nonneg (by nlinarith) (Real.exp_pos _).le) hp.le)
  have tail : ∀ x, a ≤ x → mpOcc x ≤ 0 := fun x hx =>
    ge_of_tendsto mpOcc_tendsto ((eventually_ge_atTop x).mono fun y hy =>
      mono hx (le_trans hx hy) hy)
  have half : ∀ z, 0 ≤ z → mpOcc z ≤ 1 / 2 := by
    intro z hz
    rcases le_total z a with h | h
    · have h0 := mpOcc_add_neg 0
      rw [neg_zero] at h0
      have h1 := anti.antitoneOn ⟨by linarith, ha0.le⟩ ⟨by linarith, h⟩ hz
      linarith
    · linarith [tail z h]
  have main : mpOcc μ < mpOcc (D - μ) := by
    rcases le_or_gt μ a with h | h
    · exact anti ⟨by linarith, by linarith⟩ ⟨by linarith, h⟩ (by linarith)
    rcases le_or_gt (D - μ) 0 with h' | h'
    · linarith [tail μ h.le, half (-(D - μ)) (by linarith), mpOcc_add_neg (D - μ)]
    -- remaining case: compare with the critical gap 2a
    have hm : StrictMonoOn (pairCount (2 * a)) (Icc a (2 * a)) := by
      refine strictMonoOn_of_deriv_pos (convex_Icc _ _)
        (fun x _ => (pairCount_hasDerivAt (2 * a) x).continuousAt.continuousWithinAt)
        fun x hx => ?_
      rw [interior_Icc] at hx
      rw [(pairCount_hasDerivAt (2 * a) x).deriv]
      have h := mpDelta_add_pos ha (sub_pos.2 hx.1) (by linarith [hx.2])
      rwa [show a + (x - a) = x by ring, show a - (x - a) = 2 * a - x by ring] at h
    have h1 := hm ⟨le_rfl, by linarith⟩ ⟨h.le, by linarith⟩ h
    have h2 := pairCount_midgap (2 * a)
    rw [show 2 * a / 2 = a by ring] at h2
    rw [h2, pairCount] at h1
    have h3 := anti.antitoneOn (a := D - μ) (b := 2 * a - μ)
      ⟨by linarith, by linarith⟩ ⟨by linarith, by linarith⟩ (by linarith)
    linarith [mpOcc_add_neg μ]
  unfold pairCount
  linarith [mpOcc_add_neg μ]
```

For levels \(\varepsilon_1\le\varepsilon_2\) and width \(\sigma>0\), set \(D=(\varepsilon_2-\varepsilon_1)/\sigma\) and replace \(\mu\) by \((\mu-\varepsilon_1)/\sigma\). The symbol `∃!` means that exactly one \(\mu\) satisfies the count. A gap above \(\sqrt6\,\sigma\) contradicts this through the outer two solutions. Otherwise midgap is the only solution: the count exceeds one above it and, by reflection, is less than one below it.

For this fixed, equally weighted two-level spectrum, the electron count alone thus fails to determine the Fermi level once \(\sigma\) is less than the gap divided by \(\sqrt6\). The theorem does not treat many-level or k-point sums, higher Methfessel–Paxton orders, or levels that shift self-consistently with the occupations.

```lean
/-- For one electron in two levels at `ε₁ ≤ ε₂` with smearing width `σ`, the Methfessel-Paxton
Fermi level is unique exactly when the gap is at most `√6 σ`. -/
theorem unique_fermi_level_iff {σ ε₁ ε₂ : ℝ} (hσ : 0 < σ) (hε : ε₁ ≤ ε₂) :
    (∃! μ, mpOcc ((ε₁ - μ) / σ) + mpOcc ((ε₂ - μ) / σ) = 1) ↔ ε₂ - ε₁ ≤ √6 * σ := by
  have key : ∀ μ, mpOcc ((ε₁ - μ) / σ) + mpOcc ((ε₂ - μ) / σ)
      = pairCount ((ε₂ - ε₁) / σ) ((μ - ε₁) / σ) := by
    intro μ
    rw [pairCount, show -((μ - ε₁) / σ) = (ε₁ - μ) / σ by ring,
      show (ε₂ - ε₁) / σ - (μ - ε₁) / σ = (ε₂ - μ) / σ by ring]
  simp only [key]
  constructor
  · rintro ⟨μ, -, hu⟩
    by_contra hc
    obtain ⟨m₁, m₂, h1, h2, e1, -, e2⟩ :=
      three_fermi_levels ((lt_div_iff₀ hσ).2 (not_le.1 hc))
    have hs : ∀ m, (ε₁ + σ * m - ε₁) / σ = m := fun m => by
      rw [add_sub_cancel_left, mul_div_cancel_left₀ _ hσ.ne']
    have u1 := hu (ε₁ + σ * m₁) (by simp only [hs]; exact e1)
    have u2 := hu (ε₁ + σ * m₂) (by simp only [hs]; exact e2)
    have h3 := mul_lt_mul_of_pos_left (h1.trans h2) hσ
    linarith
  · intro h
    have hD0 : 0 ≤ (ε₂ - ε₁) / σ := div_nonneg (by linarith) hσ.le
    have hD : (ε₂ - ε₁) / σ ≤ √6 := (div_le_iff₀ hσ).2 h
    refine ⟨(ε₁ + ε₂) / 2, ?_, fun μ hμ => ?_⟩
    · show pairCount ((ε₂ - ε₁) / σ) (((ε₁ + ε₂) / 2 - ε₁) / σ) = 1
      rw [show ((ε₁ + ε₂) / 2 - ε₁) / σ = (ε₂ - ε₁) / σ / 2 by ring]
      exact pairCount_midgap _
    · have hμ' : pairCount ((ε₂ - ε₁) / σ) ((μ - ε₁) / σ) = 1 := hμ
      have e : (μ - ε₁) / σ = (ε₂ - ε₁) / σ / 2 := by
        rcases lt_trichotomy ((μ - ε₁) / σ) ((ε₂ - ε₁) / σ / 2) with l | l | l
        · have h1 := one_lt_pairCount (μ := (ε₂ - ε₁) / σ - (μ - ε₁) / σ) hD0 hD (by linarith)
          rw [pairCount_reflect] at h1
          linarith
        · exact l
        · linarith [one_lt_pairCount hD0 hD l]
      rw [div_right_comm, div_left_inj' hσ.ne'] at e
      linarith

end

end MethfesselPaxtonFermiLevel
```

```lean
#print axioms MethfesselPaxtonFermiLevel.unique_fermi_level_iff
-- 'MethfesselPaxtonFermiLevel.unique_fermi_level_iff' depends on axioms: [propext, Classical.choice, Quot.sound]
```
